# Cutting a Wilson chain to n sites: the change in the end-site moments of orders 2n and 2n+1

An impurity in a metal exchanges electrons with a continuum of bath states. In the numerical renormalization group the bath is represented by a Wilson chain, a row of orbitals with nearest-neighbour hopping whose first site couples to the impurity. A calculation keeps finitely many sites, so one wants to know how the cut alters the bath spectrum seen from the first site.

Label the sites \(0,1,2,\dots\), with on-site energies \(\varepsilon_i\) and hoppings \(t_i\) between \(i\) and \(i+1\). Let \(h_N\) be the one-particle Hamiltonian of \(N\) sites, and let \(M_N(k)=(h_N^k)_{00}\) be the \(k\)-th moment of the local density of states at site 0. For \(1\le n<N\),

\[
M_N(2n)-M_n(2n)=\prod_{i=0}^{n-1}t_i^2 ,
\]

and the difference at order \(2n+1\) also has a closed form. For a non-interacting finite chain, these formulas give the truncation errors in two bath moments directly from the hoppings and on-site energies.

## The chain and its moments

```lean
import Mathlib

open Finset

namespace TruncatedWilsonChain

noncomputable section

/-- Hamiltonian of an open chain of `N` sites with on-site energies `ε i` and real hoppings
`t i` between sites `i` and `i + 1`. -/
def chain (ε t : ℕ → ℝ) (N : ℕ) : Matrix (Fin N) (Fin N) ℝ := fun i j =>
  (if i.val = j.val then ε i.val else 0) + (if i.val + 1 = j.val then t i.val else 0)
    + (if j.val + 1 = i.val then t j.val else 0)
```

The type `Fin N` contains the site labels \(0,\dots,N-1\), and `i.val` is the label as an ordinary natural number. The three terms are the diagonal energy, the hopping to the right and the hopping to the left. Hoppings are real and enter with a plus sign, where many textbooks write \(-t\); the moment differences below contain only their squares, so they do not depend on this sign.

The sequences `ε` and `t` are infinite, but the matrix uses only the first \(N\) energies and \(N-1\) hoppings. Every real symmetric tridiagonal matrix has this form.

```lean
/-- The `k`-th spectral moment at the end site: the (0,0) entry of the `k`-th power of the
Hamiltonian of a chain with at least one site. -/
def moment (ε t : ℕ → ℝ) (N : ℕ) (hN : 0 < N) (k : ℕ) : ℝ :=
  (chain ε t N ^ k) ⟨0, hN⟩ ⟨0, hN⟩
```

This is \(M_N(k)\). The argument `hN` is a proof that \(N>0\), which Lean needs before it accepts 0 as a site label.

```lean
/-- The half-infinite chain Hamiltonian acting on site amplitudes `f`. -/
def hop (ε t f : ℕ → ℝ) : ℕ → ℝ
  | 0 => ε 0 * f 0 + t 0 * f (0 + 1)
  | i + 1 => ε (i + 1) * f (i + 1) + t (i + 1) * f (i + 1 + 1) + t i * f i
```

Despite its name, `hop` includes the on-site energies. It is the full half-infinite Hamiltonian \(H\) acting on amplitudes \(f\):

\[
(Hf)_i=\varepsilon_i f_i+t_i f_{i+1}+t_{i-1}f_{i-1},
\]

with the last term absent at \(i=0\).

```lean
/-- Site amplitudes after `k` applications of the half-infinite chain Hamiltonian to the
state localised on the end site. -/
def amp (ε t : ℕ → ℝ) : ℕ → ℕ → ℝ
  | 0 => fun i => if i = 0 then 1 else 0
  | k + 1 => hop ε t (amp ε t k)
```

Write \(\phi_k(i)\) for `amp ε t k i`. Then \(\phi_0\) is the normalised state on site 0 and \(\phi_{k+1}=H\phi_k\). Later vectors are not renormalised, which is what a moment requires: it is an expectation value in the normalised state \(\phi_0\).

```lean
variable (ε t : ℕ → ℝ)

/-- The chain of `n` sites is the restriction of any longer chain to its first `n` sites. -/
theorem chain_restrict {n N : ℕ} (h : n ≤ N) :
    (chain ε t N).submatrix (Fin.castLE h) (Fin.castLE h) = chain ε t n := by
  ext i j
  rfl
```

`Fin.castLE h` regards a site of the short chain as a site of the long one. The theorem says that \(h_n\) is the upper-left \(n\times n\) block of \(h_N\), so comparing the two chains does describe a truncation. The proof is `rfl`: both sides are equal by definition.

## Amplitudes spreading from the end site

```lean
/-- A finite chain acts on amplitudes as the half-infinite chain does, except that the bond
leaving its last site is cut. -/
theorem chain_apply (f : ℕ → ℝ) {N : ℕ} (i : Fin N) :
    ∑ j : Fin N, chain ε t N i j * f j.val =
      hop ε t f i.val - if i.val + 1 = N then t i.val * f (i.val + 1) else 0 := by
  rcases i with ⟨i, hi⟩
  have hsum : ∑ j : Fin N, chain ε t N ⟨i, hi⟩ j * f j.val =
      ∑ j ∈ range N, ((if i = j then ε i else 0) + (if i + 1 = j then t i else 0)
        + (if j + 1 = i then t j else 0)) * f j :=
    Fin.sum_univ_eq_sum_range (fun j => ((if i = j then ε i else 0)
      + (if i + 1 = j then t i else 0) + (if j + 1 = i then t j else 0)) * f j) N
  have hl : ε i * f i + t i * f (i + 1)
      + ∑ j ∈ range N, (if j + 1 = i then t j * f j else 0) = hop ε t f i := by
    cases i with
    | zero => simp [hop]
    | succ i =>
      have hi' : i < N := by omega
      simp [hop, hi']
  rw [hsum]
  simp only [add_mul, ite_mul, zero_mul, sum_add_distrib, sum_ite_eq, mem_range, if_pos hi]
  rcases (show i + 1 < N ∨ i + 1 = N by omega) with h | h
  · rw [if_pos h, if_neg h.ne]
    linarith
  · rw [if_neg (show ¬ i + 1 < N by omega), if_pos h]
    linarith
```

For a site \(i<N\),

\[
\sum_{j<N}(h_N)_{ij}f_j=(Hf)_i-\delta_{i+1,N}\,t_i f_{i+1}.
\]

By hand, one reads off row \(i\) of the matrix. All neighbours are present except the right neighbour of the last site. In Lean, `hsum` turns the sum over `Fin N` into one over `range N`, the numbers below \(N\), and `hl` treats the left neighbour separately for \(i=0\) and \(i>0\). The last case split asks whether the right neighbour belongs to the chain.

```lean
/-- After `k` steps the amplitude vanishes on every site beyond site `k`. -/
theorem amp_beyond (k i : ℕ) (h : k < i) : amp ε t k i = 0 := by
  induction k generalizing i with
  | zero => simp [amp, (show i ≠ 0 by omega)]
  | succ k ih =>
    obtain ⟨i, rfl⟩ : ∃ m, i = m + 1 := ⟨i - 1, by omega⟩
    change ε (i + 1) * amp ε t k (i + 1) + t (i + 1) * amp ε t k (i + 1 + 1)
      + t i * amp ε t k i = 0
    rw [ih (i + 1) (by omega), ih (i + 1 + 1) (by omega), ih i (by omega)]
    ring
```

Each application of \(H\) moves amplitude by at most one site, so \(\phi_k(i)=0\) for \(i>k\). The proof is by induction on \(k\). If \(i>k+1\), then \(i-1\), \(i\) and \(i+1\) all exceed \(k\), and the three terms of \((H\phi_k)_i\) vanish. The tactic `omega` checks the inequalities.

```lean
/-- The amplitude on site `k` is the product of the first `k` hoppings after `k` steps, and
that product times the sum of the first `k + 1` on-site energies after `k + 1` steps. -/
theorem amp_front (k : ℕ) : amp ε t k k = ∏ i ∈ range k, t i ∧
    amp ε t (k + 1) k = (∏ i ∈ range k, t i) * ∑ i ∈ range (k + 1), ε i := by
  induction k with
  | zero => simp [amp, hop]
  | succ k ih =>
    have h1 : amp ε t (k + 1) (k + 1) = ∏ i ∈ range (k + 1), t i := by
      change ε (k + 1) * amp ε t k (k + 1) + t (k + 1) * amp ε t k (k + 1 + 1)
        + t k * amp ε t k k = _
      rw [amp_beyond ε t k (k + 1) (by omega), amp_beyond ε t k (k + 1 + 1) (by omega),
        ih.1, prod_range_succ]
      ring
    refine ⟨h1, ?_⟩
    change ε (k + 1) * amp ε t (k + 1) (k + 1) + t (k + 1) * amp ε t (k + 1) (k + 1 + 1)
      + t k * amp ε t (k + 1) k = _
    rw [h1, amp_beyond ε t (k + 1) (k + 1 + 1) (by omega), ih.2,
      sum_range_succ ε (k + 1), prod_range_succ]
    ring
```

Define \(P_k=\prod_{i<k}t_i\) and \(S_k=\sum_{i<k}\varepsilon_i\), with \(P_0=1\) and \(S_0=0\). The theorem states

\[
\phi_k(k)=P_k,\qquad \phi_{k+1}(k)=P_kS_{k+1}.
\]

At \(k=0\) these read \(\phi_0(0)=1\) and \(\phi_1(0)=\varepsilon_0\). For the induction step, the amplitude at the front can only have come from the left:

\[
\phi_{k+1}(k+1)=t_k\phi_k(k)=P_{k+1}.
\]

One step later,

\[
\phi_{k+2}(k+1)=\varepsilon_{k+1}P_{k+1}+t_kP_kS_{k+1}=P_{k+1}S_{k+2}.
\]

In path language, reaching site \(k\) in \(k+1\) steps leaves one step for waiting, and the wait can happen on any site from 0 to \(k\). The `change` lines write out the action of \(H\), and `ring` finishes the algebra.

```lean
/-- For up to `N` steps from the end site, a chain of `N` sites yields on its own sites the
amplitudes of the half-infinite chain. -/
theorem pow_apply_end {N : ℕ} (hN : 0 < N) (k : ℕ) (hk : k ≤ N) (i : Fin N) :
    (chain ε t N ^ k) i ⟨0, hN⟩ = amp ε t k i.val := by
  induction k generalizing i with
  | zero => simp [amp, Matrix.one_apply, Fin.ext_iff]
  | succ k ih =>
    have hs : ∑ j, chain ε t N i j * (chain ε t N ^ k) j ⟨0, hN⟩ =
        ∑ j : Fin N, chain ε t N i j * amp ε t k j.val :=
      sum_congr rfl fun j _ => by rw [ih (by omega) j]
    rw [pow_succ', Matrix.mul_apply, hs, chain_apply]
    -- the cut bond is not felt yet
    split_ifs with h
    · rw [amp_beyond ε t k (i.val + 1) (by omega)]
      simp [amp]
    · simp [amp]
```

For \(k\le N\), \((h_N^k)_{i0}=\phi_k(i)\) on every site of the finite chain. Suppose this holds for \(k\), and let \(k+1\le N\). Applying \(h_N\) once more gives \(H\phi_k\), except for the correction \(t_{N-1}\phi_k(N)\) at the last site. Since \(k<N\), that amplitude is zero.

## Moments as overlaps

```lean
/-- A moment of order `a + b` is the overlap of the end-site state propagated `a` times with
the one propagated `b` times. -/
theorem moment_add {N : ℕ} (hN : 0 < N) (a b : ℕ) :
    moment ε t N hN (a + b) =
      ∑ i, (chain ε t N ^ a) i ⟨0, hN⟩ * (chain ε t N ^ b) i ⟨0, hN⟩ := by
  have hsym : (chain ε t N).transpose = chain ε t N := by
    ext i j
    simp only [Matrix.transpose_apply, chain]
    rcases eq_or_ne i.val j.val with h | h
    · simp [h]
    · simp only [if_neg h, if_neg h.symm]
      ring
  have hs : (chain ε t N ^ a).transpose = chain ε t N ^ a := by
    rw [Matrix.transpose_pow, hsym]
  rw [moment, pow_add, Matrix.mul_apply]
  refine sum_congr rfl fun i _ => ?_
  have e : (chain ε t N ^ a) ⟨0, hN⟩ i = (chain ε t N ^ a) i ⟨0, hN⟩ :=
    congrFun (congrFun hs i) _
  rw [e]
```

Splitting the matrix power and using \(h_N^{T}=h_N\),

\[
M_N(a+b)=\sum_i(h_N^a)_{0i}(h_N^b)_{i0}=\sum_i(h_N^a)_{i0}(h_N^b)_{i0}.
\]

The Lean proof first establishes the symmetry of the matrix (`hsym`), then that of its powers (`hs`).

```lean
/-- In a chain with more than `n` sites, a moment of order `n + b` with `b ≤ N` is an overlap
of half-infinite-chain amplitudes over sites `0` to `n`. -/
theorem moment_long {n N : ℕ} (hN : n < N) (b : ℕ) (hb : b ≤ N) :
    moment ε t N (Nat.zero_lt_of_lt hN) (n + b) =
      ∑ i ∈ range n, amp ε t n i * amp ε t b i + amp ε t n n * amp ε t b n := by
  rw [moment_add]
  calc _ = ∑ i : Fin N, amp ε t n i.val * amp ε t b i.val :=
        sum_congr rfl fun i _ => by
          rw [pow_apply_end ε t _ n hN.le i, pow_apply_end ε t _ b hb i]
    _ = ∑ i ∈ range N, amp ε t n i * amp ε t b i :=
        Fin.sum_univ_eq_sum_range (fun i => amp ε t n i * amp ε t b i) N
    _ = ∑ i ∈ range (n + 1), amp ε t n i * amp ε t b i := by
        symm
        apply sum_subset
        · intro i hi
          simp only [mem_range] at *
          omega
        · intro i _ hi
          simp only [mem_range] at hi
          rw [amp_beyond ε t n i (by omega), zero_mul]
    _ = _ := sum_range_succ _ n
```

For \(n<N\) and \(b\le N\), both propagated states agree with the half-infinite ones on the sites of the chain, and \(\phi_n\) vanishes beyond site \(n\). Hence

\[
M_N(n+b)=\sum_{i<n}\phi_n(i)\phi_b(i)+\phi_n(n)\phi_b(n).
\]

The `calc` block inserts the amplitudes, changes the index type, discards the zero terms and separates site \(n\).

## The difference at order 2n

```lean
/-- Cutting a chain down to its first `n ≥ 1` sites lowers the end-site moment of order `2n`
by exactly the product of the first `n` squared hoppings. -/
theorem moment_defect {n N : ℕ} (hn : 0 < n) (hN : n < N) :
    moment ε t N (hn.trans hN) (2 * n) - moment ε t n hn (2 * n) =
      ∏ i ∈ range n, t i ^ 2 := by
  have short : moment ε t n hn (n + n) = ∑ i ∈ range n, amp ε t n i * amp ε t n i := by
    rw [moment_add]
    refine Eq.trans (sum_congr rfl fun i _ => ?_)
      (Fin.sum_univ_eq_sum_range (fun i => amp ε t n i * amp ε t n i) n)
    rw [pow_apply_end ε t hn n le_rfl i]
  -- the two overlaps differ only by the weight on site n
  rw [two_mul, moment_long ε t hN n hN.le, short, (amp_front ε t n).1, prod_pow]
  ring
```

The hypotheses are \(n\ge1\) and \(N>n\). Setting \(b=n\) above gives the long-chain moment. The short chain still follows the half-infinite one for \(n\) steps, but has no site \(n\):

\[
M_N(2n)=\sum_{i<n}\phi_n(i)^2+\phi_n(n)^2,\qquad
M_n(2n)=\sum_{i<n}\phi_n(i)^2.
\]

The difference is \(\phi_n(n)^2=P_n^2\), as claimed. In Lean, `short` is the second formula, and `amp_front` supplies \(P_n\). The difference is zero if one of the first \(n\) hoppings vanishes, since the end site is then already disconnected from the removed part.

The same overlaps show by hand that the moments agree up to order \(2n-1\): write the order as \(a+b\) with \(a\le n\) and \(b\le n-1\), and \(\phi_b(n)=0\) removes the extra term. This agreement is a remark in prose and has no theorem of its own here.

## One order further

```lean
/-- At order `2n + 1` the end-site moment of a chain with more than `n ≥ 1` sites, minus that of the
chain cut down to its first `n` sites, is the product of the first `n` squared hoppings times
`2 (ε 0 + ... + ε (n-1)) + ε n`. -/
theorem moment_defect_next {n N : ℕ} (hn : 0 < n) (hN : n < N) :
    moment ε t N (hn.trans hN) (2 * n + 1) - moment ε t n hn (2 * n + 1) =
      (∏ i ∈ range n, t i ^ 2) * (2 * ∑ i ∈ range n, ε i + ε n) := by
  obtain ⟨m, rfl⟩ : ∃ m, n = m + 1 := ⟨n - 1, by omega⟩
  have corr : ∑ i ∈ range (m + 1), amp ε t (m + 1) i *
      (if i + 1 = m + 1 then t i * amp ε t (m + 1) (i + 1) else 0) =
      amp ε t (m + 1) m * (t m * amp ε t (m + 1) (m + 1)) := by
    rw [sum_eq_single m]
    · rw [if_pos rfl]
    · intro i _ hi
      rw [if_neg (show ¬ i + 1 = m + 1 by omega), mul_zero]
    · intro h
      exact absurd (mem_range.mpr (Nat.lt_succ_self m)) h
  -- in the short chain the last step feels the cut bond
  have short : moment ε t (m + 1) hn (m + 1 + (m + 1 + 1)) =
      ∑ i ∈ range (m + 1), amp ε t (m + 1) i * amp ε t (m + 1 + 1) i
        - amp ε t (m + 1) m * (t m * amp ε t (m + 1) (m + 1)) := by
    rw [moment_add, ← corr, ← sum_sub_distrib]
    refine Eq.trans (sum_congr rfl fun i _ => ?_) (Fin.sum_univ_eq_sum_range
      (fun i => amp ε t (m + 1) i * amp ε t (m + 1 + 1) i - amp ε t (m + 1) i *
        (if i + 1 = m + 1 then t i * amp ε t (m + 1) (i + 1) else 0)) (m + 1))
    have hs : (chain ε t (m + 1) ^ (m + 1 + 1)) i ⟨0, hn⟩ =
        ∑ j : Fin (m + 1), chain ε t (m + 1) i j * amp ε t (m + 1) j.val := by
      rw [pow_succ', Matrix.mul_apply]
      exact sum_congr rfl fun j _ => by rw [pow_apply_end ε t hn (m + 1) le_rfl j]
    rw [pow_apply_end ε t hn (m + 1) le_rfl i, hs, chain_apply, mul_sub]
    rfl
  rw [show 2 * (m + 1) + 1 = m + 1 + (m + 1 + 1) by ring,
    moment_long ε t hN (m + 1 + 1) hN, short, (amp_front ε t (m + 1)).2,
    (amp_front ε t m).2, (amp_front ε t (m + 1)).1, prod_pow,
    sum_range_succ ε (m + 1), prod_range_succ t m]
  ring
```

The long chain gives

\[
M_N(2n+1)=\sum_{i<n}\phi_n(i)\phi_{n+1}(i)+\phi_n(n)\phi_{n+1}(n).
\]

In the short chain, step \(n+1\) is the first to feel the cut bond. It lowers the amplitude on site \(n-1\) by \(t_{n-1}\phi_n(n)\), so

\[
M_n(2n+1)=\sum_{i<n}\phi_n(i)\phi_{n+1}(i)-\phi_n(n-1)\,t_{n-1}\phi_n(n).
\]

Subtracting and inserting the front amplitudes,

\[
M_N(2n+1)-M_n(2n+1)=P_n^2S_{n+1}+P_{n-1}S_n\,t_{n-1}P_n=P_n^2\,(2S_n+\varepsilon_n).
\]

Lean writes \(n=m+1\) to avoid subtraction. The statement `corr` picks out the single site where the bond is cut, and `short` is the short-chain formula.

For a numerical instance, take \(n=2\), \(N=3\), energies \((1,0,2)\) and hoppings \((1,2)\). Starting from site 0, the propagated vectors are:

| Steps | Three sites | Two sites |
|---|---|---|
| 1 | \((1,1,0)\) | \((1,1)\) |
| 2 | \((2,1,2)\) | \((2,1)\) |
| 3 | \((3,6,6)\) | \((3,2)\) |

The fourth moments are \(4+1+4=9\) and \(4+1=5\). They differ by \(4=1^2\cdot2^2\). The fifth moments are the overlaps of the second and third rows, \(6+6+12=24\) and \(6+2=8\). They differ by \(16=4\,[2(1+0)+2]\).

## Geometrically decaying hoppings

```lean
/-- For hoppings `D r^i`, cutting the chain down to its first `n ≥ 1` sites lowers the
end-site moment of order `2n` by `D^(2n) r^(n(n-1))`. -/
theorem moment_defect_geometric (D r : ℝ) {n N : ℕ} (hn : 0 < n) (hN : n < N) :
    moment ε (fun i => D * r ^ i) N (hn.trans hN) (2 * n)
      - moment ε (fun i => D * r ^ i) n hn (2 * n) = D ^ (2 * n) * r ^ (n * (n - 1)) := by
  have hp : ∏ i ∈ range n, (D * r ^ i) ^ 2 = D ^ (2 * n) * r ^ (n * (n - 1)) := by
    rw [← sum_range_id_mul_two n, prod_pow, prod_mul_distrib, prod_const, card_range,
      prod_pow_eq_pow_sum]
    ring
  exact (moment_defect ε (fun i => D * r ^ i) hn hN).trans hp

end

end TruncatedWilsonChain
```

For \(t_i=Dr^i\), with real constants \(D\) setting the energy scale and \(r\) the ratio of successive hoppings,

\[
\prod_{i<n}(Dr^i)^2=D^{2n}r^{2(0+1+\cdots+(n-1))}=D^{2n}r^{n(n-1)}.
\]

The Lean proof evaluates this product in `hp` and combines it with `moment_defect`. With logarithmic discretisation parameter \(\Lambda>1\), one sets \(r=\Lambda^{-1/2}\), and the difference becomes \(D^{2n}\Lambda^{-n(n-1)/2}\). For a flat band, the Wilson hoppings approach a geometric law only far down the chain, so the purely geometric form is an idealisation near site 0.

All the theorems start from a given chain. The step from the continuous bath of a real metal to that chain, and the discretisation error it brings, has to be assessed separately.

```lean
#print axioms TruncatedWilsonChain.chain_restrict
#print axioms TruncatedWilsonChain.moment_defect_next
#print axioms TruncatedWilsonChain.moment_defect_geometric
```

```
'TruncatedWilsonChain.chain_restrict' depends on axioms: [propext, Classical.choice, Quot.sound]
'TruncatedWilsonChain.moment_defect_next' depends on axioms: [propext, Classical.choice, Quot.sound]
'TruncatedWilsonChain.moment_defect_geometric' depends on axioms: [propext, Classical.choice, Quot.sound]
```
